# Even-quantum Franck–Condon progression of an undisplaced harmonic mode that changes frequency

An electronic transition can change the frequency of a vibrational mode from w₀ to w and leave its equilibrium position where it was; the problem is how the initial ground state spreads over the levels of the final oscillator. The first choice is how to represent a state. Here it is a list of real amplitudes c(n) over the final number states n = 0, 1, 2, …, not a function of x. Real amplitudes suffice because the oscillator ground state and the number states can all be taken real.

The step left to the reader's quantum mechanics is to identify such a list with the expansion of an actual wavefunction, on which the ladder formulas below act as x and d/dx. The model has one harmonic mode, starts in its ground state and uses units ħ = m = 1. The letters w₀ and w stand for the usual angular frequencies ω.

## Intensities, amplitudes and operators

```lean
import Mathlib

open Finset

namespace UndisplacedFranckCondon

noncomputable section
```

The two frequencies enter through one real number r with |r| < 1, given in (f). With the binomial coefficient C(2k,k), the intensity of the line with 2k final quanta, relative to the 0–0 line, is called `ratio` and written q(k); the formula itself makes sense for every real r:

q(k) = C(2k,k) (r/2)^(2k)

Reading squared overlaps as intensities assumes a constant electronic transition dipole and leaves out the frequency prefactor of the spectrum.

```lean
/-- The number `C(2k,k) (r/2)^(2k)`; for `|r| < 1` it is the intensity of the line with `2k` final
quanta relative to the 0-0 line. -/
def ratio (r : ℝ) (k : ℕ) : ℝ := ((2 * k).choose k : ℝ) * (r / 2) ^ (2 * k)
```

The Franck–Condon factor itself is called `weight` and written p(k):

p(k) = √(1 − r²) q(k)

```lean
/-- The weight `√(1 - r²) C(2k,k) (r/2)^(2k)` of the line with `2k` quanta, for `|r| < 1`. -/
def weight (r : ℝ) (k : ℕ) : ℝ := √(1 - r ^ 2) * ratio r k
```

The lowering operator L and the raising operator R act on amplitudes by

(Lc)(n) = √(n+1) c(n+1)

(Rc)(0) = 0, (Rc)(n+1) = √(n+1) c(n)

```lean
/-- The lowering operator on real amplitudes over number states. -/
def lower (c : ℕ → ℝ) (n : ℕ) : ℝ := √((n : ℝ) + 1) * c (n + 1)

/-- The raising operator on real amplitudes over number states. -/
def raise (c : ℕ → ℝ) : ℕ → ℝ
  | 0 => 0
  | n + 1 => √((n : ℝ) + 1) * c n
```

In the number basis of frequency w, position and derivative are

x = (L + R)/√(2w)

d/dx = √(w/2) (L − R)

```lean
/-- Position in the number basis of an oscillator of frequency `w > 0` (`ħ = m = 1`). -/
def position (w : ℝ) (c : ℕ → ℝ) (n : ℕ) : ℝ := (lower c n + raise c n) / √(2 * w)

/-- The derivative `d/dx` in the number basis of an oscillator of frequency `w > 0`. -/
def gradient (w : ℝ) (c : ℕ → ℝ) (n : ℕ) : ℝ := √(2 * w) / 2 * (lower c n - raise c n)
```

The proposed ground-state amplitudes A(n) vanish for odd n. For even n they are defined through the integer half n/2.

```lean
/-- Amplitudes over number states, for `|r| < 1`: zero on odd levels and
`(1 - r²)^(1/4) (-r/2)^k √C(2k,k)` on level `2k`. -/
def amplitude (r : ℝ) (n : ℕ) : ℝ :=
  if Even n then √(√(1 - r ^ 2)) * (-r / 2) ^ (n / 2) * √((2 * (n / 2)).choose (n / 2) : ℝ)
  else 0
```

## (a) Neighbouring lines

Show that the relative intensities obey, for every k ≥ 0,

2(k+1) q(k+1) = r² (2k+1) q(k)

**Solution.** From the factorials,

(k+1) C(2k+2,k+1) = 2(2k+1) C(2k,k)

The power of r gains a factor r²/4. Multiplying the binomial identity by 2 (r²/4) (r/2)^(2k) gives the claim.

In Lean, `h` is the binomial identity, taken from Mathlib's central binomial coefficients, and `hp` is the extra power. The closing `linear_combination` does the multiplication.

```lean
/-- Neighbouring lines have intensity ratio `r² (2k+1)/(2k+2)`, written without division. -/
theorem ratio_succ (r : ℝ) (k : ℕ) :
    2 * ((k : ℝ) + 1) * ratio r (k + 1) = r ^ 2 * (2 * k + 1) * ratio r k := by
  have h : ((k : ℝ) + 1) * ((2 * (k + 1)).choose (k + 1) : ℝ)
      = 2 * (2 * k + 1) * ((2 * k).choose k : ℝ) := by
    have := Nat.succ_mul_centralBinom_succ k
    rw [Nat.centralBinom_eq_two_mul_choose, Nat.centralBinom_eq_two_mul_choose] at this
    exact_mod_cast this
  have hp : (r / 2) ^ (2 * (k + 1)) = r ^ 2 / 4 * (r / 2) ^ (2 * k) := by
    rw [show 2 * (k + 1) = 2 * k + 2 by ring, pow_add]; ring
  unfold ratio
  rw [hp]
  linear_combination (r ^ 2 / 2 * (r / 2) ^ (2 * k)) * h
```

## (b) The convolution of the intensities with themselves

Show that for every real r and every n ≥ 0, with the sum over all pairs i + j = n,

Σ q(i) q(j) = r^(2n)

**Solution.** Call the sum S(n). Exchanging i and j shows that i is on average half of n:

2 Σ i q(i) q(j) = n S(n)

Use this at n+1. The term with i = 0 drops out, so shift i by one and apply (a):

(n+1) S(n+1) = Σ 2(i+1) q(i+1) q(j) = r² Σ (2i+1) q(i) q(j) = r² (n+1) S(n)

The last two sums run over i + j = n. Hence S(n+1) = r² S(n), and S(0) = 1.

The pairs i + j = n are `antidiagonal n` in Lean. The exchange argument is `sym`, the shifted sum is `h2`, and `mul_left_cancel₀` divides by n+1 in the induction step.

```lean
/-- The relative intensities convolved with themselves give the geometric sequence `r^(2n)`. -/
theorem ratio_convolution (r : ℝ) (n : ℕ) :
    ∑ p ∈ antidiagonal n, ratio r p.1 * ratio r p.2 = (r ^ 2) ^ n := by
  -- by symmetry, the first index is on average half of the total
  have sym : ∀ n : ℕ, 2 * ∑ p ∈ antidiagonal n, (p.1 : ℝ) * (ratio r p.1 * ratio r p.2)
      = n * ∑ p ∈ antidiagonal n, ratio r p.1 * ratio r p.2 := by
    intro n
    have h := Finset.Nat.sum_antidiagonal_swap (n := n)
      (f := fun p : ℕ × ℕ => (p.1 : ℝ) * (ratio r p.1 * ratio r p.2))
    simp only [Prod.fst_swap, Prod.snd_swap] at h
    have h2 : ∑ p ∈ antidiagonal n, (p.1 : ℝ) * (ratio r p.1 * ratio r p.2)
        + ∑ p ∈ antidiagonal n, (p.2 : ℝ) * (ratio r p.2 * ratio r p.1)
        = n * ∑ p ∈ antidiagonal n, ratio r p.1 * ratio r p.2 := by
      rw [← sum_add_distrib, mul_sum]
      refine sum_congr rfl fun p hp => ?_
      have hn : (p.1 : ℝ) + p.2 = n := by exact_mod_cast mem_antidiagonal.mp hp
      rw [← hn]; ring
    linarith
  induction n with
  | zero => simp [ratio]
  | succ n ih =>
    have h1 := sym (n + 1)
    rw [Finset.Nat.sum_antidiagonal_succ (f := fun p : ℕ × ℕ =>
      (p.1 : ℝ) * (ratio r p.1 * ratio r p.2))] at h1
    have h2 : 2 * ∑ p ∈ antidiagonal n, ((p.1 + 1 : ℕ) : ℝ) * (ratio r (p.1 + 1) * ratio r p.2)
        = r ^ 2 * (2 * ∑ p ∈ antidiagonal n, (p.1 : ℝ) * (ratio r p.1 * ratio r p.2)
          + ∑ p ∈ antidiagonal n, ratio r p.1 * ratio r p.2) := by
      rw [mul_sum, mul_sum, ← sum_add_distrib, mul_sum]
      refine sum_congr rfl fun p _ => ?_
      push_cast
      linear_combination ratio r p.2 * ratio_succ r p.1
    rw [sym n, ih] at h2
    have hn : ((n : ℝ) + 1) ≠ 0 := by positivity
    apply mul_left_cancel₀ hn
    push_cast at h1 h2
    rw [pow_succ]
    linear_combination h2 - h1
```

## (c) Normalisation and mean quantum number

Show that for |r| < 1

Σ p(k) = 1

Σ 2k p(k) = r²/(1 − r²)

**Solution.** All q(k) are non-negative, and q(k) = q(k) q(0) is one term of S(k), so q(k) ≤ r^(2k). Both series therefore converge. The Cauchy product and (b) give

(Σ q(k))² = Σ r^(2n) = 1/(1 − r²)

The positive root is Σ q(k) = 1/√(1 − r²), which proves the first claim. Let M be the second sum. Its k = 0 term is zero, so a shift of the index and (a) give

M = Σ 2(k+1) p(k+1) = r² Σ (2k+1) p(k) = r² (M + 1)

Solving for M gives the result.

`HasSum f s` says that the series f converges to s, whatever the order of its terms. The bound is `hle`, the squared sum is `hsq`, and `h3` and `h0` together are the equation for M.

```lean
/-- For `|r| < 1` the weights sum to one and the mean number of quanta is `r²/(1 - r²)`. -/
theorem even_progression {r : ℝ} (hr : |r| < 1) : HasSum (weight r) 1 ∧
    HasSum (fun k : ℕ => 2 * (k : ℝ) * weight r k) (r ^ 2 / (1 - r ^ 2)) := by
  have h1 : r ^ 2 < 1 := by
    have := abs_lt.mp hr
    nlinarith [this.1, this.2]
  have hpos : ∀ k, 0 ≤ ratio r k := fun k => by
    unfold ratio; rw [pow_mul]; positivity
  have hle : ∀ k, ratio r k ≤ (r ^ 2) ^ k := by
    intro k
    rw [← ratio_convolution r k]
    have := single_le_sum (f := fun p : ℕ × ℕ => ratio r p.1 * ratio r p.2)
      (fun p _ => mul_nonneg (hpos p.1) (hpos p.2)) (show (k, 0) ∈ antidiagonal k by simp)
    simpa [ratio] using this
  have hs : Summable (ratio r) :=
    Summable.of_nonneg_of_le hpos hle (summable_geometric_of_lt_one (sq_nonneg r) h1)
  have hn : Summable fun k => ‖ratio r k‖ := by
    simpa only [Real.norm_of_nonneg (hpos _)] using hs
  -- the square of the generating function is a geometric series
  have hsq := tsum_mul_tsum_eq_tsum_sum_antidiagonal_of_summable_norm hn hn
  simp_rw [ratio_convolution] at hsq
  rw [tsum_geometric_of_lt_one (sq_nonneg r) h1] at hsq
  have hT : ∑' k, ratio r k = (√(1 - r ^ 2))⁻¹ := by
    rw [← Real.sqrt_inv, ← hsq, Real.sqrt_mul_self (tsum_nonneg hpos)]
  have hw : HasSum (weight r) 1 := by
    have h := hs.hasSum.mul_left (√(1 - r ^ 2))
    rw [hT, mul_inv_cancel₀ (Real.sqrt_pos.2 (by linarith)).ne'] at h
    exact h
  refine ⟨hw, ?_⟩
  have hk : Summable fun k : ℕ => (k : ℝ) * ratio r k := by
    have hg := summable_pow_mul_geometric_of_norm_lt_one 1
      (show ‖r ^ 2‖ < 1 by rwa [Real.norm_of_nonneg (sq_nonneg r)])
    simp only [pow_one] at hg
    exact Summable.of_nonneg_of_le (fun k => mul_nonneg (Nat.cast_nonneg k) (hpos k))
      (fun k => mul_le_mul_of_nonneg_left (hle k) (Nat.cast_nonneg k)) hg
  have hm : Summable fun k : ℕ => 2 * (k : ℝ) * weight r k :=
    (hk.mul_left (2 * √(1 - r ^ 2))).congr fun k => by unfold weight; ring
  obtain ⟨M, hM⟩ := hm
  -- shifting the index gives `M = r² (M + 1)`
  have h2 : HasSum (fun k : ℕ => r ^ 2 * (2 * (k : ℝ) * weight r k + weight r k))
      (r ^ 2 * (M + 1)) := (hM.add hw).mul_left (r ^ 2)
  have h3 : ∑' k : ℕ, 2 * ((k + 1 : ℕ) : ℝ) * weight r (k + 1) = r ^ 2 * (M + 1) := by
    refine Eq.trans (tsum_congr fun k => ?_) h2.tsum_eq
    unfold weight
    push_cast
    linear_combination √(1 - r ^ 2) * ratio_succ r k
  have h0 : ∑' k : ℕ, 2 * (k : ℝ) * weight r k = 2 * ((0 : ℕ) : ℝ) * weight r 0
      + ∑' k : ℕ, 2 * ((k + 1 : ℕ) : ℝ) * weight r (k + 1) := hM.summable.tsum_eq_zero_add
  rw [hM.tsum_eq, h3, Nat.cast_zero] at h0
  have hMr : M = r ^ 2 / (1 - r ^ 2) := by
    rw [eq_div_iff (by linarith)]
    linear_combination h0
  rwa [← hMr]
```

## (d) Amplitudes on the even levels

Show that

A(2k) = (1 − r²)^(1/4) (−r/2)^k √C(2k,k)

**Solution.** The number 2k is even and its integer half is k, so the definition gives this directly.

```lean
/-- The amplitude on level `2k` is `(1 - r²)^(1/4) (-r/2)^k √C(2k,k)`, for `|r| < 1`. -/
theorem amplitude_even (r : ℝ) (k : ℕ) : amplitude r (2 * k)
    = √(√(1 - r ^ 2)) * (-r / 2) ^ k * √((2 * k).choose k : ℝ) := by
  have h2 : 2 * k / 2 = k := by omega
  unfold amplitude
  rw [if_pos (even_two_mul k), h2]
```

## (e) Populations

Show that

A(2k)² = p(k)

A(2k+1) = 0

**Solution.** Squaring (d) turns the fourth root into √(1 − r²), removes the sign of −r/2 and turns √C(2k,k) into C(2k,k). The odd amplitudes vanish by definition. Lean's square root of a negative number is zero, so (d) and (e) need no bound on r there, but they have physical content only for |r| < 1.

```lean
/-- The squared amplitude on level `2k` is the weight of the progression, and odd levels
are empty. -/
theorem franckCondon_factor (r : ℝ) (k : ℕ) :
    amplitude r (2 * k) ^ 2 = weight r k ∧ amplitude r (2 * k + 1) = 0 := by
  refine ⟨?_, if_neg (Nat.not_even_iff_odd.2 ⟨k, rfl⟩)⟩
  have hp : ((-r / 2) ^ k) ^ 2 = (r / 2) ^ (2 * k) := by
    rw [← pow_mul, mul_comm k 2, pow_mul, pow_mul, neg_div, neg_sq]
  rw [amplitude_even, mul_pow, mul_pow, Real.sq_sqrt (Real.sqrt_nonneg _),
    Real.sq_sqrt (Nat.cast_nonneg _), hp]
  unfold weight ratio
  ring
```

## (f) The ground-state equation

The ground state of frequency w₀ is the Gaussian annihilated by d/dx + w₀x. For positive w₀ and w, set

r = (w₀ − w)/(w₀ + w)

and show that at every level n

((d/dx + w₀x) A)(n) = 0

**Solution.** Multiplying by √(2w) turns the equation into

(w₀ + w) (LA)(n) + (w₀ − w) (RA)(n) = 0

For even n it contains only odd amplitudes, which are zero. For n = 2k+1, division by w₀ + w leaves

√(2k+2) A(2k+2) + r √(2k+1) A(2k) = 0

The binomial identity in (a) gives

√(2k+2) √C(2k+2,k+1) = 2 √(2k+1) √C(2k,k)

With (d), the first term is then 2(−r/2) √(2k+1) A(2k), which cancels the second.

The ladder equation is `key`, proved separately for level 0, odd levels and the remaining even levels; `hroot` is the square-root identity. The last lines return to x and d/dx. The theorem verifies the given amplitudes. That they are the only normalised solution up to sign is a further remark, read off from the same recurrence: it forces A(1) = 0 and fixes every level from A(0).

```lean
/-- For positive frequencies, the amplitudes with `r = (w₀ - w)/(w₀ + w)` solve the ground-state
equation `(d/dx + w₀ x) ψ = 0` of frequency `w₀` in the number basis of frequency `w`. -/
theorem ground_state_equation {w₀ w : ℝ} (hw₀ : 0 < w₀) (hw : 0 < w) (n : ℕ) :
    gradient w (amplitude ((w₀ - w) / (w₀ + w))) n
      + w₀ * position w (amplitude ((w₀ - w) / (w₀ + w))) n = 0 := by
  have hne : w₀ + w ≠ 0 := by positivity
  have hT : (w₀ - w) / (w₀ + w) * (w₀ + w) = w₀ - w := div_mul_cancel₀ _ hne
  generalize (w₀ - w) / (w₀ + w) = r at hT ⊢
  -- the equation in ladder operators couples levels two quanta apart
  have key : (w₀ + w) * lower (amplitude r) n + (w₀ - w) * raise (amplitude r) n = 0 := by
    rcases n with _ | n
    · have h1 : amplitude r 1 = 0 := (franckCondon_factor r 0).2
      simp [lower, raise, h1]
    obtain ⟨k, rfl | rfl⟩ := n.even_or_odd'
    · have e : amplitude r (2 * k + 1 + 1) = _ := amplitude_even r (k + 1)
      have hb := ratio_succ 2 k
      simp only [ratio, div_self (two_ne_zero (α := ℝ)), one_pow, mul_one] at hb
      have hroot : √(((2 * k + 1 : ℕ) : ℝ) + 1) * √((2 * (k + 1)).choose (k + 1) : ℝ)
          = 2 * (√(((2 * k : ℕ) : ℝ) + 1) * √((2 * k).choose k : ℝ)) := by
        have p1 : (0 : ℝ) ≤ ((2 * k + 1 : ℕ) : ℝ) + 1 := by positivity
        have p2 : (0 : ℝ) ≤ ((2 * k : ℕ) : ℝ) + 1 := by positivity
        have hq : (((2 * k + 1 : ℕ) : ℝ) + 1) * ((2 * (k + 1)).choose (k + 1) : ℝ)
            = 2 ^ 2 * ((((2 * k : ℕ) : ℝ) + 1) * ((2 * k).choose k : ℝ)) := by
          push_cast
          linear_combination hb
        rw [← Real.sqrt_mul p1, ← Real.sqrt_mul p2, hq,
          Real.sqrt_mul (sq_nonneg (2 : ℝ)), Real.sqrt_sq (zero_le_two (α := ℝ))]
      simp only [lower, raise]
      rw [e, amplitude_even, pow_succ (-r / 2) k]
      linear_combination ((w₀ + w) * √(√(1 - r ^ 2)) * ((-r / 2) ^ k * (-r / 2))) * hroot
        - (√(√(1 - r ^ 2)) * (-r / 2) ^ k
          * (√(((2 * k : ℕ) : ℝ) + 1) * √((2 * k).choose k : ℝ))) * hT
    · have e : amplitude r (2 * k + 1 + 1 + 1) = 0 := (franckCondon_factor r (k + 1)).2
      simp only [lower, raise]
      rw [e, (franckCondon_factor r k).2, mul_zero, mul_zero, mul_zero, mul_zero, add_zero]
  have hs0 : √(2 * w) ≠ 0 := (Real.sqrt_pos.2 (by linarith)).ne'
  have hs : √(2 * w) * √(2 * w) = 2 * w := Real.mul_self_sqrt (by linarith)
  unfold gradient position
  generalize √(2 * w) = s at hs0 hs ⊢
  generalize lower (amplitude r) n = L at key ⊢
  generalize raise (amplitude r) n = R at key ⊢
  have h1 : s * ((L + R) / s) = L + R := by field_simp
  apply mul_left_cancel₀ hs0
  linear_combination key + (L - R) / 2 * hs + w₀ * h1
```

## (g) Mean excitation from the two frequencies

With the same r, show that for all positive w₀ and w

Σ A(2k)² = 1

Σ 2k A(2k)² = (w₀ − w)²/(4w₀w)

**Solution.** Positive frequencies give |r| < 1, so (c) and (e) apply. It remains to insert

1 − r² = 4w₀w/(w₀ + w)²

into r²/(1 − r²), where the factor (w₀ + w)² cancels. For w₀ = w only the 0–0 line remains and the mean is zero.

In Lean, `hr` is the bound on r and `e` is the conversion to frequencies.

```lean
/-- For positive frequencies the populations of the even levels sum to one, and the mean number
of final quanta is `(w₀ - w)²/(4 w₀ w)`. -/
theorem mean_quanta {w₀ w : ℝ} (hw₀ : 0 < w₀) (hw : 0 < w) :
    HasSum (fun k => amplitude ((w₀ - w) / (w₀ + w)) (2 * k) ^ 2) 1 ∧
    HasSum (fun k : ℕ => 2 * (k : ℝ) * amplitude ((w₀ - w) / (w₀ + w)) (2 * k) ^ 2)
      ((w₀ - w) ^ 2 / (4 * w₀ * w)) := by
  have h : 0 < w₀ + w := by linarith
  have hr : |(w₀ - w) / (w₀ + w)| < 1 := by
    rw [abs_lt, lt_div_iff₀ h, div_lt_iff₀ h]
    constructor <;> linarith
  have hT : (w₀ - w) / (w₀ + w) * (w₀ + w) = w₀ - w := div_mul_cancel₀ _ h.ne'
  have e : ((w₀ - w) / (w₀ + w)) ^ 2 / (1 - ((w₀ - w) / (w₀ + w)) ^ 2)
      = (w₀ - w) ^ 2 / (4 * w₀ * w) := by
    have e1 : 1 - ((w₀ - w) / (w₀ + w)) ^ 2 = 4 * w₀ * w / (w₀ + w) ^ 2 := by
      rw [eq_div_iff (pow_ne_zero 2 h.ne')]
      generalize (w₀ - w) / (w₀ + w) = r at hT ⊢
      linear_combination (-(r * (w₀ + w)) - (w₀ - w)) * hT
    rw [e1, div_pow, div_div_div_cancel_right₀ (pow_ne_zero 2 h.ne')]
  have hp := even_progression hr
  rw [e] at hp
  simp only [(franckCondon_factor _ _).1]
  exact hp

end

end UndisplacedFranckCondon
```

```lean
#print axioms UndisplacedFranckCondon.ground_state_equation
#print axioms UndisplacedFranckCondon.mean_quanta
```

```
'UndisplacedFranckCondon.ground_state_equation' depends on axioms: [propext, Classical.choice, Quot.sound]
'UndisplacedFranckCondon.mean_quanta' depends on axioms: [propext, Classical.choice, Quot.sound]
```

## A mode whose frequency is halved

Take w₀ = 2w, so r = 1/3 and √(1 − r²) ≈ 0.9428. The relative intensities start 1, 1/18, 1/216, which gives

p(0) ≈ 0.9428, p(1) ≈ 0.0524, p(2) ≈ 0.0044

These three lines already add up to about 0.9996. The mean number of quanta is (1/9)/(8/9) = 1/8, in agreement with w²/(8w²).

## Building the stick spectrum

In a harmonic simulation of an absorption spectrum at zero temperature, this progression belongs to a mode that is undisplaced and does not mix with the others. An example is a non-degenerate, non-totally symmetric mode that is the only one of its symmetry species, when both electronic states have their minimum at the same symmetric geometry. The common geometry then rules out a displacement, and symmetry rules out mixing with other modes. The two frequencies come from the Hessians of the two states and give r. The 0–0 line gets the factor √(1 − r²), and each further line follows from the one before through

p(k+1) = r² (2k+1)/(2k+2) p(k)

The line p(k) is placed at an energy 2kw above the 0–0 line.
